# Composing two spin-1/2 rotations about unit axes

## A spin in two successive fields

A single spin-1/2 in a constant magnetic field has, in units with $\hbar = 1$, a Hamiltonian $H = \tfrac{\omega}{2}\,\mathbf n\cdot\boldsymbol\sigma$. Here $\omega$ is the angular frequency of precession, $\mathbf n = (n_0, n_1, n_2)$ is a real unit vector along the precession axis, and $\mathbf n\cdot\boldsymbol\sigma = n_0\sigma_x + n_1\sigma_y + n_2\sigma_z$ is built from the Pauli matrices. After a time $t$ the state has been multiplied by

$$U(a,\mathbf n) = \exp\left(-\tfrac{i a}{2}\,\mathbf n\cdot\boldsymbol\sigma\right), \qquad a = \omega t .$$

The condition $\mathbf n\cdot\mathbf n = 1$ says that $\mathbf n$ carries only the direction, so that field strength and duration enter through the angle $a$ alone. Let the spin precess first by an angle $b$ about a unit axis $\mathbf m$ and then by $a$ about $\mathbf n$. The total propagator is $U(a,\mathbf n)\,U(b,\mathbf m)$, with the right factor acting first. The question is which single rotation has the same effect. The answer gives the propagator of a two-pulse sequence in closed form, for one isolated spin-1/2 in a piecewise constant field without relaxation.

## The composition law

For a real number $\alpha$ and a real vector $\mathbf p$ write $S(\alpha,\mathbf p) = \alpha\,\mathbb 1 - i\,\mathbf p\cdot\boldsymbol\sigma$, with $\mathbb 1$ the $2\times2$ identity. For real $a$, $b$ and unit vectors $\mathbf n$, $\mathbf m$,

$$U(a,\mathbf n)\,U(b,\mathbf m) = S(c,\mathbf w),$$

$$c = \cos\tfrac a2\cos\tfrac b2 - (\mathbf n\cdot\mathbf m)\sin\tfrac a2\sin\tfrac b2,$$

$$\mathbf w = \sin\tfrac a2\cos\tfrac b2\,\mathbf n + \cos\tfrac a2\sin\tfrac b2\,\mathbf m + \sin\tfrac a2\sin\tfrac b2\,\mathbf n\times\mathbf m .$$

Four further facts come with it. The parameters obey $c^2 + \mathbf w\cdot\mathbf w = 1$. The matrix $S(\alpha,\mathbf p)$ fixes $\alpha$ and $\mathbf p$ uniquely. The two operators $U(a,\mathbf n)$ and $U(b,\mathbf m)$ commute exactly when $\sin\frac a2 = 0$, $\sin\frac b2 = 0$ or $\mathbf n\times\mathbf m = 0$. The product equals $U(g,\mathbf k)$ for some angle $g$ and unit axis $\mathbf k$ with $\cos\frac g2 = c$ and $\sin\frac g2\,\mathbf k = \mathbf w$.

## The Pauli product and the exponential

Each Pauli matrix squares to $\mathbb 1$, and $\sigma_x\sigma_y = i\sigma_z = -\sigma_y\sigma_x$ with its cyclic permutations. Expanding the product for real vectors $\mathbf p$, $\mathbf q$, the three diagonal terms give the dot product and the six mixed terms pair into the cross product:

$$(\mathbf p\cdot\boldsymbol\sigma)(\mathbf q\cdot\boldsymbol\sigma) = (\mathbf p\cdot\mathbf q)\,\mathbb 1 + i\,(\mathbf p\times\mathbf q)\cdot\boldsymbol\sigma .$$

With $\mathbf p = \mathbf q = \mathbf n$ this gives $(\mathbf n\cdot\boldsymbol\sigma)^2 = \mathbb 1$.

Take any square matrix $N$ with $N^2 = \mathbb 1$, where $\mathbb 1$ now has the size of $N$, and a complex number $z$. Set $P = (\mathbb 1 + N)/2$ and $Q = (\mathbb 1 - N)/2$. Then $P + Q = \mathbb 1$, $PN = P$ and $QN = -Q$, so induction on the natural number $k$ gives $(zN)^k = z^k P + (-z)^k Q$. Dividing by $k!$ and summing leaves two scalar exponential series:

$$e^{zN} = e^{z}P + e^{-z}Q = \cosh z\;\mathbb 1 + \sinh z\;N .$$

For $z = -ia/2$ one has $\cosh z = \cos\frac a2$ and $\sinh z = -i\sin\frac a2$, hence

$$U(a,\mathbf n) = S\left(\cos\tfrac a2,\ \sin\tfrac a2\,\mathbf n\right).$$

## Multiplying the two factors

For real $\alpha$, $\beta$, expanding and using $(-i)^2 = -1$,

$$S(\alpha,\mathbf p)\,S(\beta,\mathbf q) = \alpha\beta\,\mathbb 1 - i(\alpha\mathbf q + \beta\mathbf p)\cdot\boldsymbol\sigma - (\mathbf p\cdot\boldsymbol\sigma)(\mathbf q\cdot\boldsymbol\sigma) = S(\alpha\beta - \mathbf p\cdot\mathbf q,\ \alpha\mathbf q + \beta\mathbf p + \mathbf p\times\mathbf q).$$

Putting $\alpha = \cos\frac a2$, $\mathbf p = \sin\frac a2\,\mathbf n$, $\beta = \cos\frac b2$, $\mathbf q = \sin\frac b2\,\mathbf m$ yields $c$ and $\mathbf w$.

For the normalisation, note that $\mathbf p\times\mathbf q$ is orthogonal to $\mathbf p$ and $\mathbf q$ and that $|\mathbf p\times\mathbf q|^2 = |\mathbf p|^2|\mathbf q|^2 - (\mathbf p\cdot\mathbf q)^2$. The terms $\mp2\alpha\beta\,\mathbf p\cdot\mathbf q$ from the scalar and vector parts cancel, and so do the terms $\pm(\mathbf p\cdot\mathbf q)^2$. What remains is

$$c^2 + |\mathbf w|^2 = (\alpha^2 + |\mathbf p|^2)(\beta^2 + |\mathbf q|^2) = 1\cdot 1 .$$

For uniqueness, the first row of $S(\alpha,\mathbf p)$ is $(\alpha - ip_2,\ -p_1 - ip_0)$, whose real and imaginary parts return all four numbers. Exchanging $(a,\mathbf n)$ with $(b,\mathbf m)$ leaves $c$ unchanged and flips only the cross-product term of $\mathbf w$. By uniqueness the two orders agree exactly when $\sin\frac a2\sin\frac b2\,\mathbf n\times\mathbf m = 0$.

Finally $|c|\le 1$, so $g = 2\arccos c$ has $\cos\frac g2 = c$ and $\sin\frac g2 = \sqrt{1-c^2} = |\mathbf w|$. If $\mathbf w\ne 0$ take $\mathbf k = \mathbf w/|\mathbf w|$. If $\mathbf w = 0$ any unit vector serves.

## The Lean file

```lean
import Mathlib

open Matrix
open Complex (I)

namespace SU2Composition

noncomputable section

/-- The Pauli matrix `σx`. -/
def sigmaX : Matrix (Fin 2) (Fin 2) ℂ := !![0, 1; 1, 0]

/-- The Pauli matrix `σy`. -/
def sigmaY : Matrix (Fin 2) (Fin 2) ℂ := !![0, -I; I, 0]

/-- The Pauli matrix `σz`. -/
def sigmaZ : Matrix (Fin 2) (Fin 2) ℂ := !![1, 0; 0, -1]

/-- The matrix `v·σ` for a real vector `v`. -/
def pauliDot (v : Fin 3 → ℝ) : Matrix (Fin 2) (Fin 2) ℂ :=
  (v 0 : ℂ) • sigmaX + (v 1 : ℂ) • sigmaY + (v 2 : ℂ) • sigmaZ

/-- The spin-1/2 rotation operator `exp(-i a n·σ / 2)`. -/
def rot (a : ℝ) (n : Fin 3 → ℝ) : Matrix (Fin 2) (Fin 2) ℂ :=
  NormedSpace.exp ((-(I * (a : ℂ) / 2)) • pauliDot n)

/-- The matrix `c - i w·σ` for a real number `c` and a real vector `w`. -/
def spinor (c : ℝ) (w : Fin 3 → ℝ) : Matrix (Fin 2) (Fin 2) ℂ :=
  (c : ℂ) • (1 : Matrix (Fin 2) (Fin 2) ℂ) - I • pauliDot w

/-- The scalar `c = cos(a/2) cos(b/2) - (n·m) sin(a/2) sin(b/2)`. -/
def compScalar (a b : ℝ) (n m : Fin 3 → ℝ) : ℝ :=
  Real.cos (a / 2) * Real.cos (b / 2) - (n ⬝ᵥ m) * Real.sin (a / 2) * Real.sin (b / 2)

/-- The vector `w = sin(a/2) cos(b/2) n + cos(a/2) sin(b/2) m + sin(a/2) sin(b/2) n × m`. -/
def compVector (a b : ℝ) (n m : Fin 3 → ℝ) : Fin 3 → ℝ :=
  (Real.sin (a / 2) * Real.cos (b / 2)) • n + (Real.cos (a / 2) * Real.sin (b / 2)) • m
    + (Real.sin (a / 2) * Real.sin (b / 2)) • (n ⨯₃ m)

/-- If `N² = 1` then `exp(z N) = cosh z + sinh z N` for every complex `z`. -/
theorem exp_smul_involution {ι : Type*} [Fintype ι] [DecidableEq ι] (N : Matrix ι ι ℂ)
    (hN : N * N = 1) (z : ℂ) :
    NormedSpace.exp (z • N) = Complex.cosh z • (1 : Matrix ι ι ℂ) + Complex.sinh z • N := by
  have hx : ∀ x : ℂ, HasSum (fun k : ℕ => (k.factorial : ℂ)⁻¹ * x ^ k) (Complex.exp x) := by
    intro x
    rw [Complex.exp_eq_exp_ℂ]
    exact NormedSpace.exp_series_hasSum_exp' (𝕂 := ℂ) x
  -- powers of `z N` on the projectors `(1 ± N) / 2`
  have hp : ∀ k : ℕ, (z • N) ^ k
      = z ^ k • ((1 / 2 : ℂ) • (1 + N)) + (-z) ^ k • ((1 / 2 : ℂ) • (1 - N)) := by
    intro k
    induction k with
    | zero =>
      simp only [pow_zero]
      module
    | succ k ih =>
      simp only [pow_succ, ih, add_mul, sub_mul, smul_mul_assoc, mul_smul_comm, one_mul, hN]
      module
  have h : NormedSpace.exp (z • N) = ∑' k : ℕ, (k.factorial : ℂ)⁻¹ • (z • N) ^ k := by
    exact congrFun (NormedSpace.exp_eq_tsum (𝕂 := ℂ)) (z • N)
  have e : (fun k : ℕ => (k.factorial : ℂ)⁻¹ • (z • N) ^ k) = fun k : ℕ =>
      ((k.factorial : ℂ)⁻¹ * z ^ k) • ((1 / 2 : ℂ) • (1 + N))
        + ((k.factorial : ℂ)⁻¹ * (-z) ^ k) • ((1 / 2 : ℂ) • (1 - N)) := by
    funext k
    rw [hp k, smul_add, mul_smul, mul_smul]
  -- sum the two scalar series
  rw [h, e, (((hx z).smul_const _).add ((hx (-z)).smul_const _)).tsum_eq]
  simp only [Complex.cosh, Complex.sinh]
  module

/-- The Pauli identity `(v·σ)(w·σ) = v·w + i (v × w)·σ`. -/
theorem pauliDot_mul (v w : Fin 3 → ℝ) :
    pauliDot v * pauliDot w
      = ((v ⬝ᵥ w : ℝ) : ℂ) • (1 : Matrix (Fin 2) (Fin 2) ℂ) + I • pauliDot (v ⨯₃ w) := by
  ext i j
  fin_cases i <;> fin_cases j <;> apply Complex.ext <;>
    simp [pauliDot, sigmaX, sigmaY, sigmaZ, Matrix.mul_apply, Fin.sum_univ_two, cross_apply,
      dotProduct, Fin.sum_univ_three] <;> ring

/-- Product rule `(c - i w·σ)(d - i u·σ) = (c d - w·u) - i (c u + d w + w × u)·σ`. -/
theorem spinor_mul (c d : ℝ) (w u : Fin 3 → ℝ) :
    spinor c w * spinor d u = spinor (c * d - w ⬝ᵥ u) (c • u + d • w + (w ⨯₃ u)) := by
  have hl : pauliDot (c • u + d • w + (w ⨯₃ u))
      = (c : ℂ) • pauliDot u + (d : ℂ) • pauliDot w + pauliDot (w ⨯₃ u) := by
    simp only [pauliDot, Pi.add_apply, Pi.smul_apply, smul_eq_mul, Complex.ofReal_add,
      Complex.ofReal_mul]
    module
  have hP : (I * I) • (pauliDot w * pauliDot u) = -(pauliDot w * pauliDot u) := by
    rw [Complex.I_mul_I, neg_smul, one_smul]
  rw [pauliDot_mul] at hP
  simp only [spinor, hl, sub_mul, mul_sub, smul_mul_assoc, mul_smul_comm, one_mul, mul_one,
    pauliDot_mul, Complex.ofReal_sub, Complex.ofReal_mul]
  linear_combination (norm := module) hP

/-- For a unit vector `n`, `exp(-i a n·σ / 2) = cos(a/2) - i sin(a/2) n·σ`. -/
theorem rot_eq (a : ℝ) (n : Fin 3 → ℝ) (hn : n ⬝ᵥ n = 1) :
    rot a n = spinor (Real.cos (a / 2)) (Real.sin (a / 2) • n) := by
  have hN : pauliDot n * pauliDot n = 1 := by
    rw [pauliDot_mul, hn, cross_self]
    simp [pauliDot]
  have hz : -(I * (a : ℂ) / 2) = ((-(a / 2) : ℝ) : ℂ) * I := by
    push_cast
    ring
  rw [rot, hz, exp_smul_involution _ hN, Complex.cosh_mul_I, Complex.sinh_mul_I,
    ← Complex.ofReal_cos, ← Complex.ofReal_sin, Real.cos_neg, Real.sin_neg]
  simp only [spinor, pauliDot, Pi.smul_apply, smul_eq_mul, Complex.ofReal_mul,
    Complex.ofReal_neg]
  module

/-- Product of two rotation operators: for unit vectors `n`, `m`, `exp(-i a n·σ / 2) exp(-i b m·σ /
2) = c - i w·σ` with `c = compScalar`, `w = compVector`. -/
theorem rot_mul_rot (a b : ℝ) (n m : Fin 3 → ℝ) (hn : n ⬝ᵥ n = 1) (hm : m ⬝ᵥ m = 1) :
    rot a n * rot b m = spinor (compScalar a b n m) (compVector a b n m) := by
  rw [rot_eq a n hn, rot_eq b m hm, spinor_mul]
  refine congrArg₂ spinor ?_ ?_
  · simp only [compScalar, dotProduct, Fin.sum_univ_three, Pi.smul_apply, smul_eq_mul]
    ring
  · ext i
    fin_cases i <;> simp [compVector, cross_apply] <;> ring

/-- For unit vectors `n`, `m` the composed parameters satisfy `c² + w·w = 1`. -/
theorem comp_normalized (a b : ℝ) (n m : Fin 3 → ℝ) (hn : n ⬝ᵥ n = 1) (hm : m ⬝ᵥ m = 1) :
    compScalar a b n m ^ 2 + compVector a b n m ⬝ᵥ compVector a b n m = 1 := by
  have h0 : (n ⨯₃ m) 0 = n 1 * m 2 - n 2 * m 1 := by simp [cross_apply]
  have h1 : (n ⨯₃ m) 1 = n 2 * m 0 - n 0 * m 2 := by simp [cross_apply]
  have h2 : (n ⨯₃ m) 2 = n 0 * m 1 - n 1 * m 0 := by simp [cross_apply]
  have ha := Real.sin_sq_add_cos_sq (a / 2)
  have hb := Real.sin_sq_add_cos_sq (b / 2)
  simp only [compScalar, compVector, dotProduct, Fin.sum_univ_three, Pi.add_apply,
    Pi.smul_apply, smul_eq_mul, h0, h1, h2] at hn hm ⊢
  -- the left side is the product of the two squared quaternion norms
  linear_combination
    (Real.cos (b / 2) ^ 2 + Real.sin (b / 2) ^ 2 * (m 0 * m 0 + m 1 * m 1 + m 2 * m 2))
      * (ha + Real.sin (a / 2) ^ 2 * hn) + hb + Real.sin (b / 2) ^ 2 * hm

/-- The matrix `c - i w·σ` determines `c` and `w` uniquely. -/
theorem spinor_inj (c d : ℝ) (w u : Fin 3 → ℝ) :
    spinor c w = spinor d u ↔ c = d ∧ w = u := by
  refine ⟨fun h => ?_, fun h => by rw [h.1, h.2]⟩
  have h00 := congrFun (congrFun h 0) 0
  have h01 := congrFun (congrFun h 0) 1
  simp [spinor, pauliDot, sigmaX, sigmaY, sigmaZ, Complex.ext_iff] at h00 h01
  obtain ⟨p1, p2⟩ := h00
  obtain ⟨p3, p4⟩ := h01
  have e0 : w 0 = u 0 := by linarith
  have e1 : w 1 = u 1 := by linarith
  have e2 : w 2 = u 2 := by linarith
  refine ⟨by linarith, ?_⟩
  ext i
  fin_cases i
  exacts [e0, e1, e2]

/-- Two spin-1/2 rotations about unit axes commute exactly when `sin(a/2) = 0`,
`sin(b/2) = 0` or `n × m = 0`. -/
theorem rot_commute_iff (a b : ℝ) (n m : Fin 3 → ℝ) (hn : n ⬝ᵥ n = 1) (hm : m ⬝ᵥ m = 1) :
    rot a n * rot b m = rot b m * rot a n ↔
      Real.sin (a / 2) = 0 ∨ Real.sin (b / 2) = 0 ∨ n ⨯₃ m = 0 := by
  have hc : m ⨯₃ n = -(n ⨯₃ m) := (cross_anticomm n m).symm
  rw [rot_mul_rot a b n m hn hm, rot_mul_rot b a m n hm hn, spinor_inj, ← or_assoc,
    ← mul_eq_zero, ← smul_eq_zero]
  -- only the cross-product term changes sign under exchange
  constructor
  · rintro ⟨-, h⟩
    ext i
    have hi := congrFun h i
    simp only [compVector, hc, Pi.add_apply, Pi.smul_apply, Pi.neg_apply, smul_eq_mul,
      Pi.zero_apply] at hi ⊢
    linear_combination (1 / 2) * hi
  · intro h
    refine ⟨?_, ?_⟩
    · rw [compScalar, compScalar, dotProduct_comm m n]
      ring
    · ext i
      have hi := congrFun h i
      simp only [compVector, hc, Pi.add_apply, Pi.smul_apply, Pi.neg_apply, smul_eq_mul,
        Pi.zero_apply] at hi ⊢
      linear_combination 2 * hi

/-- The product of two spin-1/2 rotations about unit axes is a rotation by some angle `g`
about some unit axis `k`, with `cos(g/2) = c` and `sin(g/2) k = w`. -/
theorem rot_mul_rot_eq_rot (a b : ℝ) (n m : Fin 3 → ℝ) (hn : n ⬝ᵥ n = 1) (hm : m ⬝ᵥ m = 1) :
    ∃ (g : ℝ) (k : Fin 3 → ℝ), k ⬝ᵥ k = 1 ∧ Real.cos (g / 2) = compScalar a b n m ∧
      Real.sin (g / 2) • k = compVector a b n m ∧ rot a n * rot b m = rot g k := by
  have key : ∀ (c : ℝ) (w : Fin 3 → ℝ), c ^ 2 + w ⬝ᵥ w = 1 → ∃ (g : ℝ) (k : Fin 3 → ℝ),
      k ⬝ᵥ k = 1 ∧ Real.cos (g / 2) = c ∧ Real.sin (g / 2) • k = w := by
    intro c w h
    have hw : 0 ≤ w ⬝ᵥ w := Finset.sum_nonneg fun i _ => mul_self_nonneg _
    have hg : 2 * Real.arccos c / 2 = Real.arccos c := by ring
    have hcos : Real.cos (2 * Real.arccos c / 2) = c := by
      rw [hg, Real.cos_arccos (by nlinarith) (by nlinarith)]
    have hs : Real.sin (2 * Real.arccos c / 2) = Real.sqrt (w ⬝ᵥ w) := by
      rw [hg, Real.sin_arccos, show 1 - c ^ 2 = w ⬝ᵥ w by linarith]
    by_cases h0 : w = 0
    · exact ⟨2 * Real.arccos c, n, hn, hcos, by rw [hs, h0]; simp⟩
    · have hpos : 0 < w ⬝ᵥ w :=
        lt_of_le_of_ne hw fun e => h0 (dotProduct_self_eq_zero.mp e.symm)
      refine ⟨2 * Real.arccos c, (Real.sqrt (w ⬝ᵥ w))⁻¹ • w, ?_, hcos, ?_⟩
      · rw [smul_dotProduct, dotProduct_smul, smul_eq_mul, smul_eq_mul, ← mul_assoc,
          ← mul_inv, Real.mul_self_sqrt hw, inv_mul_cancel₀ hpos.ne']
      · rw [hs, smul_smul, mul_inv_cancel₀ (Real.sqrt_pos.mpr hpos).ne', one_smul]
  obtain ⟨g, k, hk, h1, h2⟩ := key _ _ (comp_normalized a b n m hn hm)
  exact ⟨g, k, hk, h1, h2, by rw [rot_mul_rot a b n m hn hm, rot_eq g k hk, h1, h2]⟩

end

end SU2Composition
```

```lean
#print axioms SU2Composition.rot_commute_iff
#print axioms SU2Composition.rot_mul_rot_eq_rot
```

```
'SU2Composition.rot_commute_iff' depends on axioms: [propext, Classical.choice, Quot.sound]
'SU2Composition.rot_mul_rot_eq_rot' depends on axioms: [propext, Classical.choice, Quot.sound]
```

## Objects, conventions and scope

Vectors are functions `Fin 3 → ℝ` whose components 0, 1, 2 are $x$, $y$, $z$, with `⬝ᵥ` the dot product and `⨯₃` the right-handed cross product. The Pauli matrices are written out in the basis where `sigmaZ` is diagonal, and `pauliDot v` is $\mathbf v\cdot\boldsymbol\sigma$ for the vector `v`. The definition `rot a n` is $U(a,\mathbf n)$ as a true matrix exponential, `NormedSpace.exp`, so the half-angle formula is derived and not built in. It fixes the sign $-i$ and the factor $\tfrac12$. `spinor` is $S$, which despite its name is a matrix and not a two-component state, and `compScalar` and `compVector` are $c$ and $\mathbf w$. The hypotheses `hn : n ⬝ᵥ n = 1` and `hm : m ⬝ᵥ m = 1` are the unit-axis conditions, and the angles are unrestricted reals.

`rot_mul_rot` is the composition law, and `comp_normalized`, `spinor_inj`, `rot_commute_iff` and `rot_mul_rot_eq_rot` are the four further facts in the order given above. `spinor_inj` holds for arbitrary real parameters with no normalisation. `rot_mul_rot_eq_rot` gives existence only: it states no range for `g` and no uniqueness, which fails in any case because $(g,\mathbf k)$ and $(-g,-\mathbf k)$ meet the same conditions.

The group SU(2) of unitary $2\times2$ matrices of determinant 1 gives the namespace its name but enters no statement. The theorems show that the set of operators $U(a,\mathbf n)$ is closed under multiplication, and they do not state unitarity, unit determinant, or that every element of SU(2) arises this way. The action on three-dimensional vectors, higher spin and time-ordered evolution in a continuously varying field are not treated. Commutation is that of the $2\times2$ rotation operators, sign included: $U(\pi,\hat{\mathbf x})$ and $U(\pi,\hat{\mathbf y})$, about the unit vectors of the $x$ and $y$ axes, meet none of the three conditions, and the formula gives $-i\sigma_z$ in one order and $+i\sigma_z$ in the other. These products differ only by the factor $-1$, so both orders take a given spin state to the same physical state, and as rotations of space the two half turns do commute.

## How the lemmas follow the derivation

`exp_smul_involution` holds for a square complex matrix of any finite size. The step `hp` is the induction for $(zN)^k$: the `simp only` call multiplies out and inserts `hN`, and `module` compares the coefficients of $\mathbb 1$ and $N$. Then `h` writes the exponential as its power series, `e` splits each term along $P$ and $Q$, and the convergent scalar series `hx z` and `hx (-z)` are summed.

`pauliDot_mul` is checked entry by entry: four entries, each split into real and imaginary parts, each a polynomial identity in the components. `spinor_mul` is the product rule, with `c`, `w`, `d`, `u` in the roles of $\alpha$, $\mathbf p$, $\beta$, $\mathbf q$. Linearity of `pauliDot` is `hl`, and $i^2 = -1$ is supplied as `hP` to the closing `linear_combination`.

`rot_eq` gets $(\mathbf n\cdot\boldsymbol\sigma)^2 = \mathbb 1$ from `pauliDot_mul` and `cross_self`, writes the exponent as a real number times $i$ in `hz`, and converts the hyperbolic functions by `Complex.cosh_mul_I` and `Complex.sinh_mul_I`. `rot_mul_rot` applies `rot_eq` twice and `spinor_mul` once, then matches the scalar and the three vector components.

In `comp_normalized`, set $A = \alpha^2 + |\mathbf p|^2$ and $B = \beta^2 + |\mathbf q|^2$. The `linear_combination` encodes $AB - 1 = B(A-1) + (B-1)$, with $A - 1$ obtained from `ha` and `hn` and $B - 1$ from `hb` and `hm`. `spinor_inj` reads the two first-row entries `h00` and `h01`. `rot_commute_iff` turns the three alternatives into the vanishing of one scaled cross product, and the coefficients `1 / 2` and `2` reflect that the two orders differ by twice that term. In `rot_mul_rot_eq_rot`, `key` constructs $g = 2\arccos c$, splits on `w = 0`, and takes the axis `n` in the degenerate case.

## Four real numbers per pulse in a program

A program that propagates one spin through a sequence of constant-field pulses can store each propagator as a pair $(\alpha,\mathbf p)$ and multiply pairs by the product rule, with no matrix exponential:

```python
def compose(al, p, be, q):   # S(al, p) S(be, q); the second acts first
    return al*be - np.dot(p, q), al*q + be*p + np.cross(p, q)
```

Take a quarter turn about $\hat{\mathbf x}$ followed by a quarter turn about the unit vector $\hat{\mathbf z}$, so $a = b = \pi/2$, $\mathbf n = \hat{\mathbf z}$, $\mathbf m = \hat{\mathbf x}$. Every product of half-angle functions equals $\tfrac12$, $\mathbf n\cdot\mathbf m = 0$ and $\hat{\mathbf z}\times\hat{\mathbf x} = \hat{\mathbf y}$. Hence $c = \tfrac12$, $\mathbf w = (\tfrac12,\tfrac12,\tfrac12)$, $g = 2\pi/3$ and $\mathbf k = (1,1,1)/\sqrt3$. In floating-point arithmetic the deviation of $c^2 + |\mathbf w|^2$ from 1 shows the drift of the norm along a long sequence but misses errors in angle or axis that leave the norm unchanged, and $g = 2\,\mathrm{atan2}(|\mathbf w|, c)$ is better conditioned than $2\arccos c$ when $c$ is near $\pm1$. The theorems concern exact real numbers, and these points about rounding are ordinary numerical advice that the file does not address.
